# The closure error of a core-polarization self-energy as a weighted sum of valence-level projectors

The lemma `selfEnergy_add` concerns a finite-dimensional model in which valence levels `e m`, with Hermitian projectors `P m` that sum to the identity, are coupled to finitely many core excitations of energy `w n` with real strengths `c n`. The closure approximation neglects `E - e m` beside `w n` in each denominator, which turns the self-energy into `-∑ n, c n / w n` times the identity. The lemma says that the self-energy minus this approximation is the sum of the `P m`, each weighted by `levelError` at `E - e m`. No denominator is assumed to be nonzero, since Lean sets division by zero to zero. The proof writes the identity as the sum of the projectors, compares the two sides level by level, and then tries to match the coefficients of `P m` by moving the cast from real to complex numbers inside the sums.

An attempt in Lean 4 with a fault in it:

```lean
import Mathlib

open Finset

namespace CorePolarizationClosure

noncomputable section

variable {ι κ d : Type*} [Fintype ι] [Fintype κ] [Fintype d] [DecidableEq d]

/-- A family of Hermitian projectors that sum to the identity. -/
structure IsResolution (P : ι → Matrix d d ℂ) : Prop where
  herm : ∀ m, (P m).conjTranspose = P m
  idem : ∀ m, P m * P m = P m
  sum_one : ∑ m, P m = 1

/-- The self-energy `∑ c_n P_m / (E - e_m - w_n)` of valence levels `e_m` coupled
to core excitations `w_n` with strengths `c_n`. -/
def selfEnergy (P : ι → Matrix d d ℂ) (e : ι → ℝ) (c w : κ → ℝ) (E : ℝ) :
    Matrix d d ℂ :=
  ∑ n, ∑ m, ((c n / (E - e m - w n) : ℝ) : ℂ) • P m

/-- The closure error for a valence level at energy offset `x`. -/
def levelError (c w : κ → ℝ) (x : ℝ) : ℝ :=
  ∑ n, c n / (x - w n) + ∑ n, c n / w n

private lemma selfEnergy_add {P : ι → Matrix d d ℂ} (hP : IsResolution P) (e : ι → ℝ)
    (c w : κ → ℝ) (E : ℝ) :
    selfEnergy P e c w E + ((∑ n, c n / w n : ℝ) : ℂ) • (1 : Matrix d d ℂ)
      = ∑ m, ((levelError c w (E - e m) : ℝ) : ℂ) • P m := by
  rw [← hP.sum_one, smul_sum, selfEnergy, sum_comm, ← sum_add_distrib]
  refine sum_congr rfl fun m _ => ?_
  rw [← sum_smul, ← add_smul, levelError, Complex.ofReal_add, Complex.ofReal_sum]

end

end CorePolarizationClosure
```

The compiler's answer:

```
Main.lean:30:59: error: unsolved goals
ι : Type u_1
κ : Type u_2
d : Type u_3
inst✝³ : Fintype ι
inst✝² : Fintype κ
inst✝¹ : Fintype d
inst✝ : DecidableEq d
P : ι → Matrix d d ℂ
hP : IsResolution P
e : ι → ℝ
c w : κ → ℝ
E : ℝ
m : ι
x✝ : m ∈ univ
⊢ (∑ i, ↑(c i / (E - e m - w i)) + ∑ i, ↑(c i / w i)) • P m = (↑(∑ n, c n / (E - e m - w n)) + ∑ i, ↑(c i / w i)) • P m
```

Diagnosis. The error shows the goal that was left when the rewrites ran out. The two sides differ only in their first sum, which on the left is a sum of casts and on the right is still the cast of a sum, `↑(∑ n, c n / (E - e m - w n))`.

`Complex.ofReal_sum` is the right lemma, but `rw` used it for only one of the two sums that needed it. A single `rw` step fixes the lemma's variables at the first match and then rewrites only copies of that same expression. Here the match was the cast of `∑ n, c n / w n`, which stood on both sides and was rewritten on both. The other sum has different terms, so it was left alone.

The repair hands `Complex.ofReal_sum` to `simp only`, which can apply it afresh to each sum. Both sides then agree and the goal closes. `levelError` and `Complex.ofReal_add` move into the same call, though they had already worked under `rw`.

Fix (accepted with no message):

```diff
@@ -31,5 +31,6 @@
   rw [← hP.sum_one, smul_sum, selfEnergy, sum_comm, ← sum_add_distrib]
   refine sum_congr rfl fun m _ => ?_
-  rw [← sum_smul, ← add_smul, levelError, Complex.ofReal_add, Complex.ofReal_sum]
+  rw [← sum_smul, ← add_smul]
+  simp only [levelError, Complex.ofReal_add, Complex.ofReal_sum]
 
 end
```
